# The range of the difference of two nested orthogonal projectors

Let P and Q be orthogonal projectors on a complex inner product space, which may be infinite-dimensional and need not be complete. Suppose QP = P, so that every vector in the range of P also lies in the range of Q. The theorem `range_sub_of_nested` says that the range of Q − P consists of exactly those vectors in the range of Q that P sends to zero, or in other words the part of the larger subspace that is orthogonal to the smaller one. The proof first obtains PQ = P from an earlier lemma and then shows the two inclusions. In one direction it writes (Q − P)x as Q(x − Px) and checks that P annihilates it, and in the other it takes a vector Qz with P(Qz) = 0 and notes that Q − P leaves it unchanged.

The failing Lean file:

```lean
import Mathlib

open scoped InnerProductSpace

namespace NestedProjectors

variable {E : Type*} [NormedAddCommGroup E] [InnerProductSpace ℂ E]

/-- An orthogonal projector: a linear map that is symmetric for the inner product
and idempotent. -/
structure IsProjector (P : E →ₗ[ℂ] E) : Prop where
  symm : ∀ x y, ⟪P x, y⟫_ℂ = ⟪x, P y⟫_ℂ
  idem : P * P = P

/-- Projecting a state twice is the same as projecting it once. -/
theorem IsProjector.idem_apply {P : E →ₗ[ℂ] E} (hP : IsProjector P) (x : E) :
    P (P x) = P x :=
  LinearMap.congr_fun hP.idem x

/-- For two projectors, `Q` leaves the output of `P` unchanged exactly when
applying `Q` before `P` makes no difference. -/
theorem mul_eq_iff_mul_eq {P Q : E →ₗ[ℂ] E} (hP : IsProjector P) (hQ : IsProjector Q) :
    Q * P = P ↔ P * Q = P := by
  constructor
  · intro h
    refine LinearMap.ext fun x => ext_inner_left ℂ fun v => ?_
    have hv : Q (P v) = P v := LinearMap.congr_fun h v
    -- move both projectors to the other side of the inner product
    change ⟪v, P (Q x)⟫_ℂ = ⟪v, P x⟫_ℂ
    rw [← hP.symm, ← hQ.symm, hv, hP.symm]
  · intro h
    refine LinearMap.ext fun x => ext_inner_left ℂ fun v => ?_
    have hv : P (Q v) = P v := LinearMap.congr_fun h v
    change ⟪v, Q (P x)⟫_ℂ = ⟪v, P x⟫_ℂ
    rw [← hQ.symm, ← hP.symm, hv, hP.symm]

/-- For nested projectors, the range of `Q - P` consists of the vectors in the range of `Q`
that `P` annihilates. -/
theorem range_sub_of_nested {P Q : E →ₗ[ℂ] E} (hP : IsProjector P) (hQ : IsProjector Q)
    (h : Q * P = P) :
    LinearMap.range (Q - P) = LinearMap.range Q ⊓ LinearMap.ker P := by
  have h' := (mul_eq_iff_mul_eq hP hQ).mp h
  ext y
  constructor
  · rintro ⟨x, rfl⟩
    have h1 : Q (P x) = P x := LinearMap.congr_fun h x
    have h2 : P (Q x) = P x := LinearMap.congr_fun h' x
    refine ⟨⟨x - P x, ?_⟩, ?_⟩
    · rw [map_sub, h1, LinearMap.sub_apply]
    · rw [LinearMap.mem_ker, LinearMap.sub_apply, map_sub, h2, hP.idem_apply, sub_self]
  · rintro ⟨⟨z, rfl⟩, hz⟩
    have hz' : P (Q z) = 0 := hz
    exact ⟨Q z, by rw [LinearMap.sub_apply, hQ.idem_apply, hz', sub_zero]⟩

end NestedProjectors
```

The error:

```
Main.lean:50:10: error: Tactic `rewrite` failed: Did not find an occurrence of the pattern
  ?m.202 ∈ LinearMap.ker ?m.201
in the target expression
  (Q - P) x ∈ ↑P.ker

case mp.refine_2
E : Type u_1
inst✝¹ : NormedAddCommGroup E
inst✝ : InnerProductSpace ℂ E
P Q : E →ₗ[ℂ] E
hP : IsProjector P
hQ : IsProjector Q
h : Q * P = P
h' : P * Q = P
x : E
h1 : Q (P x) = P x
h2 : P (Q x) = P x
⊢ (Q - P) x ∈ ↑P.ker
```

Lean accepts the file once it reads:

```diff
@@ -48,5 +48,6 @@
     refine ⟨⟨x - P x, ?_⟩, ?_⟩
     · rw [map_sub, h1, LinearMap.sub_apply]
-    · rw [LinearMap.mem_ker, LinearMap.sub_apply, map_sub, h2, hP.idem_apply, sub_self]
+    · change P (Q x - P x) = 0
+      rw [map_sub, h2, hP.idem_apply, sub_self]
   · rintro ⟨⟨z, rfl⟩, hz⟩
     have hz' : P (Q z) = 0 := hz
```

The error comes in the first inclusion, at the step showing that P annihilates (Q − P)x. The lemma `LinearMap.mem_ker` turns membership in the kernel, taken as a submodule, into an equation. After `refine` has split the membership in the intersection into two parts, however, the goal is `(Q - P) x ∈ ↑P.ker`, where the arrow marks the kernel regarded as a plain set. The two memberships mean the same thing, but `rw` looks for the form in which the lemma is written, and the arrow keeps it from matching.

The repair uses `change` to restate the goal as `P (Q x - P x) = 0`. Lean accepts this because the two statements agree once the definitions are unfolded. This one step does the work of both `LinearMap.mem_ker` and `LinearMap.sub_apply`, so neither is needed any more. The remaining rewrites are the same as before. They expand the goal to P(Qx) − P(Px) = 0, and since both terms equal Px, the difference is zero.
